# N points in ℝ³ at least d > 0 apart form at most N(1 + 2R/d)³ ordered pairs within a cutoff R ≥ 0

Place N atoms in three-dimensional space so that any two of them are at least d > 0 apart. For a cutoff R ≥ 0, let P(R) be the number of ordered pairs (i, j) at distance at most R, with the self-pairs i = j included. Then

P(R) ≤ N(1 + 2R/d)³.

With d and R fixed, the number of pairs grows at most linearly with the number of atoms. The separation d stands for the short-range repulsion that keeps nuclei apart; here it is assumed, not derived from a potential. Some such assumption is needed: if all N atoms could sit at one point, there would be N² pairs.

## Neighbour lists and sparse matrices

A neighbour list stores the pairs within a cutoff. The bound also holds atom by atom: no atom has more than (1 + 2R/d)³ neighbours, itself included. For R = 3d this gives 343 entries per atom, a safe but generous buffer size. A code that stores each pair of distinct atoms once needs (P(R) − N)/2 entries.

In electronic-structure codes that store only nonzero entries, the same count limits the number of stored entries of a Hamiltonian or density matrix, provided that its entries vanish exactly beyond a finite distance and that there is one entry per pair of atoms. If two such matrices have ranges R and S, their product has range R + S and at most N(1 + 2(R + S)/d)³ nonzero entries. Here S is a distance, not the overlap matrix, and "range" means spatial reach, not the column space.

## Counting neighbours by volume

The argument works in ℝⁿ. Write xᵢ for the position of atom i and mᵢ for the number of atoms within R of it, itself included. Around each of these mᵢ atoms draw an open ball of radius d/2.

The balls are disjoint. If a point y lay in the balls about two distinct atoms j and k, then

|xⱼ − xₖ| ≤ |xⱼ − y| + |y − xₖ| < d/2 + d/2 = d,

which contradicts the minimum separation.

The balls also lie in one larger ball about xᵢ. If y is in the ball about a neighbour j, then

|y − xᵢ| ≤ |y − xⱼ| + |xⱼ − xᵢ| < d/2 + R.

Let v > 0 be the volume of the unit ball in ℝⁿ. A ball of radius r has volume v rⁿ, so comparing volumes gives

mᵢ v (d/2)ⁿ ≤ v (R + d/2)ⁿ.

Since R + d/2 = (1 + 2R/d)(d/2), dividing by v (d/2)ⁿ leaves

mᵢ ≤ (1 + 2R/d)ⁿ.

Every ordered pair has exactly one first atom, so

P(R) = Σᵢ mᵢ ≤ N(1 + 2R/d)ⁿ.

Setting n = 3 gives the stated bound.

## Cutoffs shorter than the minimum separation

If 0 ≤ R < d, no two distinct atoms are within the cutoff. Each atom has only itself as a neighbour, so P(R) = N exactly. At R = 0 the upper bound is also N, and it is attained.

## Why the ranges add in a matrix product

Let A have range R and B have range S, so that Aᵢₖ = 0 when |xᵢ − xₖ| > R and Bₖⱼ = 0 when |xₖ − xⱼ| > S. Consider

(AB)ᵢⱼ = Σₖ Aᵢₖ Bₖⱼ

for two atoms with |xᵢ − xⱼ| > R + S. If |xᵢ − xₖ| > R, the first factor vanishes. Otherwise

|xₖ − xⱼ| ≥ |xᵢ − xⱼ| − |xᵢ − xₖ| > S,

and the second factor vanishes. Every term is zero, so AB has range R + S. Its nonzero entries all sit on pairs within that distance, and the pair bound with cutoff R + S limits their number.

## The definitions and proofs in Lean

```lean
import Mathlib

open MeasureTheory

namespace LinearScalingPairs

noncomputable section

/-- Euclidean space of dimension `n`. -/
abbrev Space (n : ℕ) := EuclideanSpace ℝ (Fin n)

variable {ι : Type*} [Fintype ι] {n : ℕ}

/-- Any two distinct atoms are at distance at least `d`. -/
def Separated (d : ℝ) (x : ι → Space n) : Prop :=
  ∀ i j, i ≠ j → d ≤ dist (x i) (x j)

/-- The atoms within the cutoff `R` of atom `i`, atom `i` itself included when `R ≥ 0`. -/
def neighbours (x : ι → Space n) (R : ℝ) (i : ι) : Finset ι :=
  Finset.univ.filter (fun j => dist (x i) (x j) ≤ R)

/-- The ordered pairs of atoms at distance at most `R`, self-pairs included when `R ≥ 0`. -/
def pairs (x : ι → Space n) (R : ℝ) : Finset (ι × ι) :=
  Finset.univ.filter (fun p => dist (x p.1) (x p.2) ≤ R)

/-- A matrix indexed by atoms has range `R` if its entries vanish between atoms
farther apart than `R`. -/
def HasRange (x : ι → Space n) (R : ℝ) (A : Matrix ι ι ℂ) : Prop :=
  ∀ i j, R < dist (x i) (x j) → A i j = 0

/-- The positions of the nonzero entries of a matrix. -/
def nonzeros (A : Matrix ι ι ℂ) : Finset (ι × ι) :=
  Finset.univ.filter (fun p => A p.1 p.2 ≠ 0)

/-- Packing bound: if distinct atoms are at least `d > 0` apart, an atom has at most
`(1 + 2R/d)^n` neighbours within a cutoff `R ≥ 0`, itself included. -/
theorem neighbours_card_le {x : ι → Space n} {d R : ℝ} (hd : 0 < d) (hR : 0 ≤ R)
    (hx : Separated d x) (i : ι) :
    ((neighbours x R i).card : ℝ) ≤ (1 + 2 * R / d) ^ n := by
  -- balls of radius d/2 about the neighbours do not overlap
  have hdisj : (↑(neighbours x R i) : Set ι).PairwiseDisjoint
      (fun j => Metric.ball (x j) (d / 2)) := by
    intro j _ k _ hjk
    have h : d / 2 + d / 2 ≤ dist (x j) (x k) := by linarith [hx j k hjk]
    exact Metric.ball_disjoint_ball h
  -- and they all lie in one ball of radius R + d/2
  have hsub : (⋃ j ∈ neighbours x R i, Metric.ball (x j) (d / 2)) ⊆
      Metric.ball (x i) (R + d / 2) := by
    refine Set.iUnion₂_subset fun j hj => Metric.ball_subset_ball' ?_
    have hj' : dist (x i) (x j) ≤ R := by simpa [neighbours] using hj
    rw [dist_comm]
    linarith
  have hbig : 0 < R + d / 2 := by positivity
  -- compare volumes
  have hvol := measure_mono (μ := (volume : Measure (Space n))) hsub
  rw [measure_biUnion_finset hdisj (fun j _ => measurableSet_ball)] at hvol
  simp only [Measure.addHaar_ball_of_pos volume _ (half_pos hd),
    Measure.addHaar_ball_of_pos volume _ hbig, finrank_euclideanSpace_fin,
    Finset.sum_const, nsmul_eq_mul] at hvol
  have hv : 0 < (volume (Metric.ball (0 : Space n) 1)).toReal :=
    ENNReal.toReal_pos (Metric.measure_ball_pos volume 0 one_pos).ne' measure_ball_lt_top.ne
  have h := ENNReal.toReal_mono
    (ENNReal.mul_ne_top ENNReal.ofReal_ne_top measure_ball_lt_top.ne) hvol
  simp only [ENNReal.toReal_mul, ENNReal.toReal_natCast,
    ENNReal.toReal_ofReal (pow_nonneg (half_pos hd).le n),
    ENNReal.toReal_ofReal (pow_nonneg hbig.le n)] at h
  have h' : ((neighbours x R i).card : ℝ) * (d / 2) ^ n ≤ (R + d / 2) ^ n :=
    le_of_mul_le_mul_right (by linarith) hv
  have hc : R / d * d = R := by field_simp
  have e : R + d / 2 = (1 + 2 * R / d) * (d / 2) := by
    linear_combination (-1 : ℝ) * hc
  rw [e, mul_pow] at h'
  exact le_of_mul_le_mul_right h' (by positivity)

/-- The number of pairs within the cutoff is the sum over atoms of their neighbour counts. -/
theorem pairs_card_eq_sum (x : ι → Space n) (R : ℝ) :
    (pairs x R).card = ∑ i, (neighbours x R i).card := by
  simp only [pairs, neighbours, Finset.card_filter, Fintype.sum_prod_type]

/-- In `n` dimensions, atoms at least `d > 0` apart form at most `N (1 + 2R/d)^n` ordered
pairs within a cutoff `R ≥ 0`, where `N` is the number of atoms. -/
theorem pairs_card_le {x : ι → Space n} {d R : ℝ} (hd : 0 < d) (hR : 0 ≤ R)
    (hx : Separated d x) :
    ((pairs x R).card : ℝ) ≤ Fintype.card ι * (1 + 2 * R / d) ^ n := by
  rw [pairs_card_eq_sum, Nat.cast_sum]
  calc ∑ i, ((neighbours x R i).card : ℝ)
      ≤ ∑ _i : ι, (1 + 2 * R / d) ^ n :=
        Finset.sum_le_sum fun i _ => neighbours_card_le hd hR hx i
    _ = Fintype.card ι * (1 + 2 * R / d) ^ n := by
        rw [Finset.sum_const, nsmul_eq_mul, Finset.card_univ]

/-- Linear-scaling pair count: `N` atoms in three dimensions, at least `d > 0` apart, form at
most `N (1 + 2R/d)^3` ordered pairs within a cutoff `R ≥ 0`, self-pairs included. -/
theorem linear_scaling_pair_count {N : ℕ} {x : Fin N → Space 3} {d R : ℝ}
    (hd : 0 < d) (hR : 0 ≤ R) (hx : Separated d x) :
    ((pairs x R).card : ℝ) ≤ N * (1 + 2 * R / d) ^ 3 := by
  have h := pairs_card_le hd hR hx
  rwa [Fintype.card_fin] at h

/-- For a cutoff `0 ≤ R < d` below the minimum separation `d`, the number of ordered pairs
equals the number of atoms. -/
theorem pairs_card_of_short_cutoff {x : ι → Space n} {d R : ℝ} (hR : 0 ≤ R) (hRd : R < d)
    (hx : Separated d x) : (pairs x R).card = Fintype.card ι := by
  have h1 : ∀ i, (neighbours x R i).card = 1 := by
    intro i
    refine Finset.card_eq_one.mpr ⟨i, ?_⟩
    ext j
    simp only [neighbours, Finset.mem_filter, Finset.mem_univ, true_and,
      Finset.mem_singleton]
    constructor
    · intro hj
      by_contra hne
      linarith [hx i j (Ne.symm hne)]
    · intro hj
      rw [hj, dist_self]
      exact hR
  rw [pairs_card_eq_sum, Finset.sum_congr rfl (fun i _ => h1 i), Finset.sum_const,
    Finset.card_univ, smul_eq_mul, mul_one]

/-- The product of a matrix of range `R` and a matrix of range `S` has range `R + S`. -/
theorem HasRange.mul {x : ι → Space n} {R S : ℝ} {A B : Matrix ι ι ℂ}
    (hA : HasRange x R A) (hB : HasRange x S B) : HasRange x (R + S) (A * B) := by
  intro i j hij
  rw [Matrix.mul_apply]
  refine Finset.sum_eq_zero fun k _ => ?_
  -- an intermediate atom cannot be close to both ends
  by_cases hik : R < dist (x i) (x k)
  · rw [hA i k hik, zero_mul]
  · have hkj : S < dist (x k) (x j) := by
      linarith [dist_triangle (x i) (x k) (x j), not_lt.mp hik]
    rw [hB k j hkj, mul_zero]

/-- For `N` atoms in three dimensions at least `d > 0` apart, the product of two matrices of
ranges `R ≥ 0` and `S ≥ 0` has at most `N (1 + 2(R + S)/d)^3` nonzero entries. -/
theorem nonzeros_mul_card_le {N : ℕ} {x : Fin N → Space 3} {d R S : ℝ}
    {A B : Matrix (Fin N) (Fin N) ℂ} (hd : 0 < d) (hR : 0 ≤ R) (hS : 0 ≤ S)
    (hx : Separated d x) (hA : HasRange x R A) (hB : HasRange x S B) :
    ((nonzeros (A * B)).card : ℝ) ≤ N * (1 + 2 * (R + S) / d) ^ 3 := by
  -- every nonzero entry sits on a pair within the summed cutoff
  have hsub : nonzeros (A * B) ⊆ pairs x (R + S) := by
    intro p hp
    simp only [nonzeros, Finset.mem_filter, Finset.mem_univ, true_and] at hp
    simp only [pairs, Finset.mem_filter, Finset.mem_univ, true_and]
    by_contra hfar
    exact hp (hA.mul hB p.1 p.2 (not_le.mp hfar))
  have hcard : ((nonzeros (A * B)).card : ℝ) ≤ ((pairs x (R + S)).card : ℝ) :=
    Nat.cast_le.mpr (Finset.card_le_card hsub)
  exact hcard.trans (linear_scaling_pair_count hd (add_nonneg hR hS) hx)

end

end LinearScalingPairs
```

```lean
#print axioms LinearScalingPairs.pairs_card_le
#print axioms LinearScalingPairs.pairs_card_of_short_cutoff
#print axioms LinearScalingPairs.nonzeros_mul_card_le
```

```
'LinearScalingPairs.pairs_card_le' depends on axioms: [propext, Classical.choice, Quot.sound]
'LinearScalingPairs.pairs_card_of_short_cutoff' depends on axioms: [propext, Classical.choice, Quot.sound]
'LinearScalingPairs.nonzeros_mul_card_le' depends on axioms: [propext, Classical.choice, Quot.sound]
```

## How atoms, cutoffs and matrices are represented

The atoms are labelled by a finite type `ι`, and `x : ι → Space n` gives their positions in Euclidean space. In the three-dimensional theorems the labels are `Fin N`. `Separated d x` says that atoms with different labels are at least `d` apart.

`neighbours x R i` is the set of labels within the cutoff of atom `i`, and `pairs x R` is the set of ordered pairs. Both use `≤`, so an atom exactly at the cutoff is counted. Correspondingly, `HasRange x R A` requires an entry to vanish only when the distance is strictly greater than `R`. `nonzeros A` collects the positions of the nonzero entries of a complex matrix.

`linear_scaling_pair_count` is the bound in the title: given `0 < d`, `0 ≤ R` and `Separated d x`, the size of `pairs x R`, read as a real number, is at most `N * (1 + 2 * R / d) ^ 3`. `pairs_card_le` is the version for any dimension, `pairs_card_of_short_cutoff` is the exact count for 0 ≤ R < d, and `nonzeros_mul_card_le` is the storage bound for a product.

## From ball volumes to the matrix bound

`neighbours_card_le` carries the geometric argument. Its step `hdisj` shows that the small balls are disjoint, and `hsub` places them in the larger ball. `measure_mono` compares the volumes, and `measure_biUnion_finset` turns the volume of the disjoint union into a sum. `Measure.addHaar_ball_of_pos` supplies the rⁿ scaling. Mathlib's volumes may be infinite, so the proof checks that the relevant ones are finite before passing to real numbers. It then cancels the unit-ball volume and the factor (d/2)ⁿ, as in the derivation above.

`pairs_card_eq_sum` groups the pairs by their first atom. `pairs_card_le` adds up the neighbour bounds, and `linear_scaling_pair_count` sets the dimension to three.

For short cutoffs, `pairs_card_of_short_cutoff` shows that each neighbour set is the single atom `i`, then sums N ones. `HasRange.mul` splits on whether the intermediate atom `k` is farther than `R` from `i`, and uses `dist_triangle` in the second case. Finally, `nonzeros_mul_card_le` shows that the nonzero positions form a subset of `pairs x (R + S)` and applies the pair bound.

## Storage is bounded; search time and truncation error are separate questions

The theorems limit how many pairs or nonzero entries exist. They say nothing about the time needed to find them: a search that tests every pair of atoms still makes a number of tests proportional to N², however short the resulting list.

The atoms form a finite set in open space. In a periodic cell, neighbours can also be images of atoms, and those images are absent from `pairs`.

The matrices have one complex entry per pair of atoms. Several basis functions on one atom cannot simply be given separate labels, because they share a position and would violate `Separated`. With at most b functions per atom, the same reasoning applied to blocks multiplies the storage bound by b²; this extension is an informal one.

The step from the model to an actual calculation is the finite range itself. `HasRange` assumes that distant entries are exactly zero, whereas the density matrix of an extended system generally has tails, which a sparse-matrix code discards where they are small enough. The error made by discarding them needs its own estimate, which depends on the system and on the threshold. The range guaranteed for a product also grows with each further factor of positive range, so an iterative method may need to truncate again along the way to keep a fixed range.
